# The s- and p-wave projections of the first Born amplitude for a continuous potential on [0, R]

The potential V(r) is central and is cut off at radius R. A particle of unit mass scatters from it elastically with wave number k, in atomic units, and t is the cosine of the scattering angle. Write sinc(x) = sin(x)/x with sinc(0) = 1, which is Mathlib's `Real.sinc`.

```lean
import Mathlib

open MeasureTheory Set

namespace BornPartialWave

noncomputable section
```

The first Born amplitude at momentum transfer q is taken as a definition, not derived from the Schrödinger equation:

f(q) = −2 ∫₀ᴿ r² V(r) sinc(qr) dr

```lean
/-- First Born amplitude at momentum transfer `q` for a central potential `V` cut off at
radius `R`, in atomic units. -/
def bornAmplitude (V : ℝ → ℝ) (R q : ℝ) : ℝ :=
  -2 * ∫ r in (0 : ℝ)..R, r ^ 2 * V r * Real.sinc (q * r)
```

Since incoming and outgoing wave vectors both have length k, the momentum transfer is

q(t) = k √(2(1−t))

```lean
/-- Elastic momentum transfer at wave number `k` and cosine `t` of the scattering angle. -/
def momentumTransfer (k t : ℝ) : ℝ := k * √(2 * (1 - t))
```

The p wave also needs the spherical Bessel function j₁(x) = (sinc(x) − cos(x))/x. Lean's division by zero gives it the value 0 at the origin, which is the correct limit.

```lean
/-- The spherical Bessel function of order one, with value `0` at the origin. -/
def sphericalBesselOne (x : ℝ) : ℝ := (Real.sinc x - Real.cos x) / x
```

With the convention that the partial amplitude f_l is half the integral of P_l(t) f(q(t)) over t from −1 to 1, where P_l is the Legendre polynomial, the two results are

f₀ = −(2/k²) ∫₀ᴿ V(r) sin²(kr) dr

f₁ = −2 ∫₀ᴿ r² V(r) j₁(kr)² dr

For a single particle in a weak, local, finite-range potential, f₀ is approximately δ₀/k to first order in V, so the first formula gives an estimate of the s-wave phase shift δ₀.

The product q(t) r depends on k and r only through x = kr, so the angular integrals can be done once for a general x.

```lean
/-- Multiplying the momentum transfer by a radius amounts to rescaling the wave number. -/
theorem momentumTransfer_mul (k t r : ℝ) :
    momentumTransfer k t * r = momentumTransfer (k * r) t := by
  unfold momentumTransfer
  ring
```

## t < 1: staying off the forward direction

Let s(t) = √(2(1−t)), so that q(t) = k s(t). Geometrically, s is the chord between the unit vectors along the incoming and outgoing directions. By the chain rule,

s′(t) = −1/s(t)

This needs s ≠ 0, hence t < 1. At t = 1, forward scattering, the chord vanishes and its slope is unbounded, so the formula fails there.

```lean
/-- Derivative of `√(2(1-t))` with respect to the cosine `t`, away from forward scattering. -/
theorem hasDerivAt_chord {t : ℝ} (ht : t < 1) :
    HasDerivAt (fun u : ℝ => √(2 * (1 - u))) (-1 / √(2 * (1 - t))) t := by
  have h : HasDerivAt (fun u : ℝ => 2 * (1 - u)) (-2) t :=
    (((hasDerivAt_id' t).const_sub 1).const_mul 2).congr_deriv (by norm_num)
  have hne : 2 * (1 - t) ≠ 0 := by
    have : 0 < 1 - t := by linarith
    positivity
  refine (h.sqrt hne).congr_deriv ?_
  rw [show (-2 : ℝ) = 2 * (-1) by norm_num, mul_div_mul_left _ _ two_ne_zero]
```

The restriction costs nothing in the final results. The fundamental theorem of calculus is used in a form that asks for a derivative only inside (−1, 1), together with continuity of the antiderivative on the closed interval and integrability of the derivative.

## V continuous on [0, R], with R ≥ 0: exchanging angle and radius

The condition `hR` says that R is a radius; R = 0 is allowed and makes both sides zero. The condition `hV` says that V is continuous on [0, R], endpoints included; in particular it is bounded there and has no jumps. A square well ending at R qualifies, because the cutoff comes from the integration limit. A Coulomb or Yukawa singularity at the origin does not.

Let w(t) be a continuous angular weight. Inserting the definition of f and exchanging the integrals gives

½ ∫₋₁¹ w(t) f(q(t)) dt = −2 ∫₀ᴿ r² V(r) [ ½ ∫₋₁¹ w(t) sinc(q(t) r) dt ] dr

The exchange is where continuity enters. The integrand w(t) r² sinc(q(t) r) V(r) is continuous on the compact rectangle [−1, 1] × [0, R], hence absolutely integrable, and Fubini's theorem applies.

```lean
/-- Projecting the Born amplitude on an angular weight `w` is the same as projecting the
kernel `sinc (q r)` at each radius and then integrating over the potential. -/
theorem born_projection {V w : ℝ → ℝ} {R : ℝ} (hR : 0 ≤ R)
    (hV : ContinuousOn V (Icc 0 R)) (hw : Continuous w) (k : ℝ) :
    1 / 2 * ∫ t in (-1 : ℝ)..1, w t * bornAmplitude V R (momentumTransfer k t) =
      -2 * ∫ r in (0 : ℝ)..R, r ^ 2 * V r *
        (1 / 2 * ∫ t in (-1 : ℝ)..1, w t * Real.sinc (momentumTransfer k t * r)) := by
  -- Fubini on the rectangle of angles and radii
  have hswap : (∫ t in (-1 : ℝ)..1, ∫ r in (0 : ℝ)..R,
        w t * r ^ 2 * Real.sinc (momentumTransfer k t * r) * V r) =
      ∫ r in (0 : ℝ)..R, ∫ t in (-1 : ℝ)..1,
        w t * r ^ 2 * Real.sinc (momentumTransfer k t * r) * V r := by
    simp only [intervalIntegral.integral_of_le hR,
      intervalIntegral.integral_of_le (show (-1 : ℝ) ≤ 1 by norm_num)]
    apply MeasureTheory.integral_integral_swap
    rw [Measure.prod_restrict]
    have hVp : ContinuousOn (fun p : ℝ × ℝ => V p.2) (Icc (-1) 1 ×ˢ Icc 0 R) :=
      hV.comp continuousOn_snd (fun p hp => hp.2)
    have h1 : Continuous (fun p : ℝ × ℝ =>
        w p.1 * p.2 ^ 2 * Real.sinc (momentumTransfer k p.1 * p.2)) := by
      unfold momentumTransfer
      exact ((hw.comp continuous_fst).mul (continuous_snd.pow 2)).mul
        (Real.continuous_sinc.comp (by fun_prop))
    have hc : ContinuousOn (fun p : ℝ × ℝ =>
        w p.1 * p.2 ^ 2 * Real.sinc (momentumTransfer k p.1 * p.2) * V p.2)
        (Icc (-1) 1 ×ˢ Icc 0 R) := h1.continuousOn.mul hVp
    exact (hc.integrableOn_compact (isCompact_Icc.prod isCompact_Icc)).mono_set
      (Set.prod_mono Ioc_subset_Icc_self Ioc_subset_Icc_self)
  have hL : ∀ t, w t * bornAmplitude V R (momentumTransfer k t) =
      -2 * ∫ r in (0 : ℝ)..R,
        w t * r ^ 2 * Real.sinc (momentumTransfer k t * r) * V r := by
    intro t
    unfold bornAmplitude
    rw [mul_left_comm, ← intervalIntegral.integral_const_mul]
    congr 1
    apply intervalIntegral.integral_congr
    intro r _
    try dsimp only
    ring
  have hK : ∀ r, r ^ 2 * V r *
        (1 / 2 * ∫ t in (-1 : ℝ)..1, w t * Real.sinc (momentumTransfer k t * r)) =
      1 / 2 * ∫ t in (-1 : ℝ)..1,
        w t * r ^ 2 * Real.sinc (momentumTransfer k t * r) * V r := by
    intro r
    rw [mul_left_comm, ← intervalIntegral.integral_const_mul]
    congr 1
    apply intervalIntegral.integral_congr
    intro t _
    try dsimp only
    ring
  simp_rw [hL, hK]
  rw [intervalIntegral.integral_const_mul, intervalIntegral.integral_const_mul, hswap]
  ring
```

In the proof, `hswap` is this exchange. `hR` turns the oriented radial integral into one over a set, and `hV` enters through `hVp` and then `hc`, the continuity of the full integrand. The steps `hL` and `hK` move constant factors in and out of the integrals. The hypothesis `hw` on the weight has the same role as `hV`; the weights needed below are 1 and t, the first two Legendre polynomials.

Without continuity, the calculation by hand still works if r²|V(r)| is integrable, which admits the Yukawa singularity, but the theorems here do not cover that case. If V behaves like 1/r³ near the origin, even f(q) diverges. If R were negative, [0, R] would be empty and `hV` would say nothing about V.

## No restriction on x: the two angular averages

The endpoint values of the chord are s(1) = 0 and s(−1) = 2.

```lean
theorem chord_forward : √(2 * (1 - (1 : ℝ))) = 0 := by simp

theorem chord_backward : √(2 * (1 - (-1 : ℝ))) = 2 := by
  rw [show (2 * (1 - (-1)) : ℝ) = 2 ^ 2 by norm_num]
  exact Real.sqrt_sq (by norm_num)
```

For the s wave with x ≠ 0, differentiate cos(xs)/x² using s′ = −1/s:

d/dt [cos(xs)/x²] = −sin(xs) · x · (−1/s)/x² = sin(xs)/(xs) = sinc(xs)

Therefore

½ ∫₋₁¹ sinc(xs) dt = (1 − cos 2x)/(2x²) = sin²(x)/x² = sinc²(x)

At x = 0 the integrand is 1 and so is the average. The theorem thus needs no hypothesis on x: the proof splits off x = 0 with `rcases`, since the antiderivative divides by x².

```lean
/-- The average of `sinc (q r)` over the cosine of the scattering angle is `sinc² (k r)`;
here `x` stands for `k r`. -/
theorem sWave_kernel (x : ℝ) :
    1 / 2 * ∫ t in (-1 : ℝ)..1, Real.sinc (momentumTransfer x t) = Real.sinc x ^ 2 := by
  rcases eq_or_ne x 0 with rfl | hx
  · norm_num [momentumTransfer]
  have hd : ∀ t ∈ Ioo (-1 : ℝ) 1, HasDerivAt
      (fun u : ℝ => Real.cos (x * √(2 * (1 - u))) / x ^ 2)
      (Real.sinc (momentumTransfer x t)) t := by
    intro t ht
    have hs0 : √(2 * (1 - t)) ≠ 0 := (Real.sqrt_pos.mpr (by linarith [ht.2])).ne'
    refine ((((hasDerivAt_chord ht.2).const_mul x).cos).div_const (x ^ 2)).congr_deriv ?_
    rw [momentumTransfer, Real.sinc_of_ne_zero (mul_ne_zero hx hs0)]
    generalize √(2 * (1 - t)) = s at hs0 ⊢
    field_simp
  have hi : Continuous (fun t : ℝ => Real.sinc (momentumTransfer x t)) := by
    unfold momentumTransfer
    exact Real.continuous_sinc.comp (by fun_prop)
  have key := intervalIntegral.integral_eq_sub_of_hasDerivAt_of_le
    (by norm_num : (-1 : ℝ) ≤ 1) (Continuous.continuousOn (by fun_prop)) hd
    (hi.intervalIntegrable _ _)
  simp only [chord_forward, chord_backward, mul_zero, Real.cos_zero] at key
  rw [key, Real.sinc_of_ne_zero hx, mul_comm x 2, Real.cos_two_mul, div_pow, Real.sin_sq]
  ring
```

Here `hd` is the derivative just computed, `key` is the fundamental theorem of calculus, and the final `rw` applies the double-angle formula before `ring` finishes the algebra.

For the weight t, an antiderivative is

F(t) = t cos(xs)/x² + s sin(xs)/x³ + cos(xs)/x⁴

Its three terms have the derivatives

cos(xs)/x² + t sinc(xs)

−sin(xs)/(s x³) − cos(xs)/x²

sin(xs)/(s x³)

and these add up to t sinc(xs). The endpoint values are

F(1) = 1/x² + 1/x⁴

F(−1) = −cos(2x)/x² + 2 sin(2x)/x³ + cos(2x)/x⁴

With the double-angle formulas, half the difference is

½ [F(1) − F(−1)] = cos²(x)/x² − 2 sin(x) cos(x)/x³ + sin²(x)/x⁴ = (sin(x)/x² − cos(x)/x)² = j₁(x)²

At x = 0 the average of t vanishes, in agreement with j₁(0) = 0.

```lean
/-- The average of `sinc (q r)` weighted with the cosine of the scattering angle is the
squared spherical Bessel function of order one at `x = k r`. -/
theorem pWave_kernel (x : ℝ) :
    1 / 2 * ∫ t in (-1 : ℝ)..1, t * Real.sinc (momentumTransfer x t) =
      sphericalBesselOne x ^ 2 := by
  rcases eq_or_ne x 0 with rfl | hx
  · norm_num [momentumTransfer, sphericalBesselOne]
  have hd : ∀ t ∈ Ioo (-1 : ℝ) 1, HasDerivAt
      (fun u : ℝ => u * Real.cos (x * √(2 * (1 - u))) / x ^ 2 +
        √(2 * (1 - u)) * Real.sin (x * √(2 * (1 - u))) / x ^ 3 +
        Real.cos (x * √(2 * (1 - u))) / x ^ 4)
      (t * Real.sinc (momentumTransfer x t)) t := by
    intro t ht
    have hs0 : √(2 * (1 - t)) ≠ 0 := (Real.sqrt_pos.mpr (by linarith [ht.2])).ne'
    have hs := hasDerivAt_chord ht.2
    have hc := (hs.const_mul x).cos
    have hn := (hs.const_mul x).sin
    refine (((((hasDerivAt_id' t).fun_mul hc).div_const (x ^ 2)).fun_add
      ((hs.fun_mul hn).div_const (x ^ 3))).fun_add (hc.div_const (x ^ 4))).congr_deriv ?_
    rw [momentumTransfer, Real.sinc_of_ne_zero (mul_ne_zero hx hs0)]
    generalize √(2 * (1 - t)) = s at hs0 ⊢
    field_simp
    ring
  have hi : Continuous (fun t : ℝ => t * Real.sinc (momentumTransfer x t)) := by
    unfold momentumTransfer
    exact continuous_id.mul (Real.continuous_sinc.comp (by fun_prop))
  have key := intervalIntegral.integral_eq_sub_of_hasDerivAt_of_le
    (by norm_num : (-1 : ℝ) ≤ 1) (Continuous.continuousOn (by fun_prop)) hd
    (hi.intervalIntegrable _ _)
  simp only [chord_forward, chord_backward, mul_zero, Real.cos_zero, Real.sin_zero] at key
  rw [key, sphericalBesselOne, Real.sinc_of_ne_zero hx, mul_comm x 2, Real.cos_two_mul,
    Real.sin_two_mul]
  linear_combination (-(1 / x ^ 4)) * Real.sin_sq_add_cos_sq x
```

The proof has the same layout as before. Its final `linear_combination` uses sin²x + cos²x = 1 to match the endpoint difference with the square.

## k > 0: a moving particle in the s-wave formula

The condition `hk` says that the particle has non-zero kinetic energy. Taking w = 1 and x = kr in the exchange formula gives

f₀ = −2 ∫₀ᴿ r² V(r) sinc²(kr) dr

Up to this point k may be any real number. The positive wave number is needed only to rewrite the radial weight:

r² sinc²(kr) = sin²(kr)/k²

At r = 0 both sides vanish; for r ≠ 0 the identity follows from the definition of sinc, provided that k ≠ 0.

```lean
/-- The s-wave projection of the Born amplitude is `-(2/k²)` times the integral of the
potential against `sin² (k r)`. -/
theorem sWave_born {V : ℝ → ℝ} {R k : ℝ} (hR : 0 ≤ R) (hk : 0 < k)
    (hV : ContinuousOn V (Icc 0 R)) :
    1 / 2 * ∫ t in (-1 : ℝ)..1, bornAmplitude V R (momentumTransfer k t) =
      -(2 / k ^ 2) * ∫ r in (0 : ℝ)..R, V r * Real.sin (k * r) ^ 2 := by
  have h := born_projection hR hV (w := fun _ => 1) continuous_const k
  simp only [one_mul, momentumTransfer_mul, sWave_kernel] at h
  -- the radial weight r² sinc²(kr) is sin²(kr)/k²
  have hp : ∀ r, r ^ 2 * V r * Real.sinc (k * r) ^ 2 =
      1 / k ^ 2 * (V r * Real.sin (k * r) ^ 2) := by
    intro r
    rcases eq_or_ne r 0 with rfl | hr
    · simp
    · rw [Real.sinc_of_ne_zero (mul_ne_zero hk.ne' hr)]
      field_simp
  rw [h]
  simp_rw [hp]
  rw [intervalIntegral.integral_const_mul]
  ring
```

In words, `sWave_born` says: for every R ≥ 0, every k > 0 and every real function V continuous on [0, R], half the integral of the Born amplitude over the cosine of the scattering angle equals −2/k² times the integral of V(r) sin²(kr) over the radius. The hypothesis `hk` is used in `hp`, which is the rewriting of the weight.

At k = 0 the form with sin²(kr)/k² loses its meaning, while the form with sinc² remains valid and gives −2 ∫₀ᴿ r² V(r) dr, the Born amplitude at zero momentum transfer. A negative k would do no harm, since both sides are even in k, but it is not a wave number.

## The p wave without a condition on k

The p-wave formula keeps r² j₁(kr)² as its radial weight. The quotient that defines j₁ has the correct value 0 at the origin, so k = 0 needs no exception and `pWave_born` assumes only `hR` and `hV`. At k = 0 both sides are zero: the amplitude no longer depends on angle, and its average with weight t vanishes.

```lean
/-- The p-wave projection of the Born amplitude is `-2` times the integral of `r² V(r)`
against the squared spherical Bessel function of order one at `k r`. -/
theorem pWave_born {V : ℝ → ℝ} {R : ℝ} (hR : 0 ≤ R)
    (hV : ContinuousOn V (Icc 0 R)) (k : ℝ) :
    1 / 2 * ∫ t in (-1 : ℝ)..1, t * bornAmplitude V R (momentumTransfer k t) =
      -2 * ∫ r in (0 : ℝ)..R, r ^ 2 * V r * sphericalBesselOne (k * r) ^ 2 := by
  have h := born_projection hR hV (w := fun t => t) continuous_id k
  simp only [momentumTransfer_mul, pWave_kernel] at h
  exact h

end

end BornPartialWave
```

The proof inserts w(t) = t into `born_projection` and replaces the angular average by `pWave_kernel`. Both theorems concern a local, central potential of finite range at first order in V; higher partial waves, non-local pseudopotentials and the accuracy of the Born approximation are not treated.

```lean
#print axioms BornPartialWave.sWave_born
#print axioms BornPartialWave.pWave_born
```

```
'BornPartialWave.sWave_born' depends on axioms: [propext, Classical.choice, Quot.sound]
'BornPartialWave.pWave_born' depends on axioms: [propext, Classical.choice, Quot.sound]
```
